# The discretised action I − aP on a ring of M imaginary-time slices has determinant 1 − a^M

Take a finite number M ≥ 1 of imaginary-time slices, and let P be the matrix that carries each slice to the next and the last back to the first with a plus sign. The theorem says that the discretised action I − aP, with the same real hopping factor a on every link, has determinant 1 − a^M. The proof writes M = n + 1 and introduces an upper triangular matrix `A`, which is what remains when the subdiagonal is eliminated row by row. It shows that `A` has the same determinant as the action, then multiplies the diagonal entries of `A`, which are all 1 except the last, 1 − a^(n+1).

Lean 4 with Mathlib refuses this proof:

```lean
import Mathlib

open Filter Topology

namespace DetAction

noncomputable section

/-- The cyclic shift on `M` imaginary-time slices: it carries slice `j` to slice `j + 1`
and the last slice back to the first. -/
def cyclicShift (M : ℕ) : Matrix (Fin M) (Fin M) ℝ :=
  Matrix.of fun i j =>
    if (i : ℕ) = (j : ℕ) + 1 ∨ ((i : ℕ) = 0 ∧ (j : ℕ) + 1 = M) then 1 else 0

/-- For at least one slice and any real hopping factor `a`, the determinant of the
discretised action `I - a P` is `1 - a ^ M`. -/
theorem det_action (M : ℕ) (hM : 0 < M) (a : ℝ) :
    (1 - a • cyclicShift M).det = 1 - a ^ M := by
  obtain ⟨n, rfl⟩ : ∃ n, M = n + 1 := ⟨M - 1, by omega⟩
  have hB : ∀ i j : Fin (n + 1), (1 - a • cyclicShift (n + 1)) i j =
      (if (i : ℕ) = (j : ℕ) then 1 else 0) -
        a * (if (i : ℕ) = (j : ℕ) + 1 ∨ ((i : ℕ) = 0 ∧ (j : ℕ) + 1 = n + 1)
          then 1 else 0) := by
    intro i j
    simp only [Matrix.sub_apply, Matrix.smul_apply, Matrix.one_apply, smul_eq_mul,
      cyclicShift, Matrix.of_apply, Fin.ext_iff]
  -- the matrix left after eliminating the subdiagonal row by row
  obtain ⟨A, hA⟩ : ∃ A : Matrix (Fin (n + 1)) (Fin (n + 1)) ℝ, ∀ i j, A i j =
      (if (i : ℕ) = (j : ℕ) then 1 else 0) -
        (if (j : ℕ) = n then a ^ ((i : ℕ) + 1) else 0) :=
    ⟨Matrix.of fun i j => (if (i : ℕ) = (j : ℕ) then 1 else 0) -
        (if (j : ℕ) = n then a ^ ((i : ℕ) + 1) else 0), fun _ _ => rfl⟩
  have hdet : A.det = (1 - a • cyclicShift (n + 1)).det := by
    apply Matrix.det_eq_of_forall_row_eq_smul_add_pred (fun _ => a)
    · intro j
      have h0 : ((0 : Fin (n + 1)) : ℕ) = 0 := rfl
      rw [hB, hA, h0]
      split_ifs <;> first | (exfalso; omega) | ring
    · intro i j
      have h1 : ((Fin.castSucc i : Fin (n + 1)) : ℕ) = (i : ℕ) := rfl
      have h2 : ((Fin.succ i : Fin (n + 1)) : ℕ) = (i : ℕ) + 1 := rfl
      rw [hB, hA, hA, h1, h2]
      split_ifs <;> first | (exfalso; omega) | ring
  have htri : A.BlockTriangular id := by
    intro i j hij
    have h1 : (j : ℕ) < (i : ℕ) := hij
    have h2 := i.isLt
    rw [hA, if_neg (by omega), if_neg (by omega), sub_zero]
  rw [← hdet, Matrix.det_of_upperTriangular htri, Fin.prod_univ_castSucc]
  have hone : ∏ i : Fin n, A (Fin.castSucc i) (Fin.castSucc i) = 1 := by
    apply Finset.prod_eq_one
    intro i _
    have h1 : ((Fin.castSucc i : Fin (n + 1)) : ℕ) = (i : ℕ) := rfl
    have h2 := i.isLt
    rw [hA, h1, if_pos rfl, if_neg (by omega), sub_zero]
  have hlast : ((Fin.last n : Fin (n + 1)) : ℕ) = n := rfl
  rw [hone, hA, hlast, if_pos rfl, if_pos rfl, one_mul]

end

end DetAction
```

Lean reports:

```
Try this:
  [apply] ring_nf
  
  The `ring` tactic failed to close the goal. Use `ring_nf` to obtain a normal form.
    
  Note that `ring` works primarily in *commutative* rings. If you have a noncommutative ring, abelian group or module, consider using `noncomm_ring`, `abel` or `module` instead.
Try this:
  [apply] ring_nf
  
  The `ring` tactic failed to close the goal. Use `ring_nf` to obtain a normal form.
    
  Note that `ring` works primarily in *commutative* rings. If you have a noncommutative ring, abelian group or module, consider using `noncomm_ring`, `abel` or `module` instead.
Main.lean:35:4: error: unsolved goals
case pos
a : ℝ
n : ℕ
hM : 0 < n + 1
hB :
  ∀ (i j : Fin (n + 1)),
    (1 - a • cyclicShift (n + 1)) i j =
      (if ↑i = ↑j then 1 else 0) - a * if ↑i = ↑j + 1 ∨ ↑i = 0 ∧ ↑j + 1 = n + 1 then 1 else 0
A : Matrix (Fin (n + 1)) (Fin (n + 1)) ℝ
hA : ∀ (i j : Fin (n + 1)), A i j = (if ↑i = ↑j then 1 else 0) - if ↑j = n then a ^ (↑i + 1) else 0
j : Fin (n + 1)
h0 : ↑0 = 0
h✝² : 0 = ↑j
h✝¹ : ¬↑j = n
h✝ : False ∨ 0 = 0 ∧ ↑j + 1 = n + 1
⊢ 1 = 1 - a

case pos
a : ℝ
n : ℕ
hM : 0 < n + 1
hB :
  ∀ (i j : Fin (n + 1)),
    (1 - a • cyclicShift (n + 1)) i j =
      (if ↑i = ↑j then 1 else 0) - a * if ↑i = ↑j + 1 ∨ ↑i = 0 ∧ ↑j + 1 = n + 1 then 1 else 0
A : Matrix (Fin (n + 1)) (Fin (n + 1)) ℝ
hA : ∀ (i j : Fin (n + 1)), A i j = (if ↑i = ↑j then 1 else 0) - if ↑j = n then a ^ (↑i + 1) else 0
j : Fin (n + 1)
h0 : ↑0 = 0
h✝² : ¬0 = ↑j
h✝¹ : ¬↑j = n
h✝ : False ∨ 0 = 0 ∧ ↑j + 1 = n + 1
⊢ 0 = -a
Try this:
  [apply] ring_nf
  
  The `ring` tactic failed to close the goal. Use `ring_nf` to obtain a normal form.
    
  Note that `ring` works primarily in *commutative* rings. If you have a noncommutative ring, abelian group or module, consider using `noncomm_ring`, `abel` or `module` instead.
Try this:
  [apply] ring_nf
  
  The `ring` tactic failed to close the goal. Use `ring_nf` to obtain a normal form.
    
  Note that `ring` works primarily in *commutative* rings. If you have a noncommutative ring, abelian group or module, consider using `noncomm_ring`, `abel` or `module` instead.
Main.lean:39:4: error: unsolved goals
case neg
a : ℝ
n : ℕ
hM : 0 < n + 1
hB :
  ∀ (i j : Fin (n + 1)),
    (1 - a • cyclicShift (n + 1)) i j =
      (if ↑i = ↑j then 1 else 0) - a * if ↑i = ↑j + 1 ∨ ↑i = 0 ∧ ↑j + 1 = n + 1 then 1 else 0
A : Matrix (Fin (n + 1)) (Fin (n + 1)) ℝ
hA : ∀ (i j : Fin (n + 1)), A i j = (if ↑i = ↑j then 1 else 0) - if ↑j = n then a ^ (↑i + 1) else 0
i : Fin n
j : Fin (n + 1)
h1 : ↑i.castSucc = ↑i
h2 : ↑i.succ = ↑i + 1
h✝³ : ↑i + 1 = ↑j
h✝² : ↑j = n
h✝¹ : ↑i + 1 = ↑j + 1 ∨ False ∧ ↑j + 1 = n + 1
h✝ : ¬↑i = ↑j
⊢ 1 - a ^ 2 * a ^ ↑i = 1 - a - a ^ 2 * a ^ ↑i

case neg
a : ℝ
n : ℕ
hM : 0 < n + 1
hB :
  ∀ (i j : Fin (n + 1)),
    (1 - a • cyclicShift (n + 1)) i j =
      (if ↑i = ↑j then 1 else 0) - a * if ↑i = ↑j + 1 ∨ ↑i = 0 ∧ ↑j + 1 = n + 1 then 1 else 0
A : Matrix (Fin (n + 1)) (Fin (n + 1)) ℝ
hA : ∀ (i j : Fin (n + 1)), A i j = (if ↑i = ↑j then 1 else 0) - if ↑j = n then a ^ (↑i + 1) else 0
i : Fin n
j : Fin (n + 1)
h1 : ↑i.castSucc = ↑i
h2 : ↑i.succ = ↑i + 1
h✝³ : ¬↑i + 1 = ↑j
h✝² : ↑j = n
h✝¹ : ↑i + 1 = ↑j + 1 ∨ False ∧ ↑j + 1 = n + 1
h✝ : ¬↑i = ↑j
⊢ -(a ^ 2 * a ^ ↑i) = -a - a ^ 2 * a ^ ↑i
Main.lean:49:14: warning: `Matrix.det_of_upperTriangular` has been deprecated: Use `Matrix.det_of_isUpperTriangular` instead
```

Diagnosis. Both errors come from the entrywise comparison of `A` with the action. The goals left over, such as `1 = 1 - a`, belong to impossible cases: in the first, `¬↑j = n` stands beside `False ∨ 0 = 0 ∧ ↑j + 1 = n + 1`. `omega` should have dismissed them, but after `split_ifs` the condition for a nonzero entry of the shift contains a literal `False`, which `omega` does not use as a contradiction when it splits the "or". So `first` moved on to `ring`, which could not prove the goals and left them in normal form; hence the "Try this" messages.

The repair proves an equivalence `hc` in each part while the condition still consists of plain equations, which `omega` can handle. Rewriting with `if_congr` then reduces the condition to `↑j = n` in the first row and `↑i = ↑j` in the others, so no `False` arises. The two sides now branch on the same conditions, and every case is an identity that `ring` can prove, even a case that cannot occur. The repaired proof still tries `omega` first in the other rows, but no longer depends on it there.

Replacing the deprecated `Matrix.det_of_upperTriangular` is tidying that answers only the warning.

The change, after which it compiles:

```diff
@@ -35,10 +35,14 @@
     · intro j
       have h0 : ((0 : Fin (n + 1)) : ℕ) = 0 := rfl
-      rw [hB, hA, h0]
-      split_ifs <;> first | (exfalso; omega) | ring
+      have hc : ((0 : ℕ) = (j : ℕ) + 1 ∨ ((0 : ℕ) = 0 ∧ (j : ℕ) + 1 = n + 1)) ↔
+          (j : ℕ) = n := by omega
+      rw [hB, hA, h0, if_congr hc rfl rfl]
+      split_ifs <;> ring
     · intro i j
       have h1 : ((Fin.castSucc i : Fin (n + 1)) : ℕ) = (i : ℕ) := rfl
       have h2 : ((Fin.succ i : Fin (n + 1)) : ℕ) = (i : ℕ) + 1 := rfl
-      rw [hB, hA, hA, h1, h2]
+      have hc : ((i : ℕ) + 1 = (j : ℕ) + 1 ∨ ((i : ℕ) + 1 = 0 ∧ (j : ℕ) + 1 = n + 1)) ↔
+          (i : ℕ) = (j : ℕ) := by omega
+      rw [hB, hA, hA, h1, h2, if_congr hc rfl rfl]
       split_ifs <;> first | (exfalso; omega) | ring
   have htri : A.BlockTriangular id := by
@@ -47,5 +51,5 @@
     have h2 := i.isLt
     rw [hA, if_neg (by omega), if_neg (by omega), sub_zero]
-  rw [← hdet, Matrix.det_of_upperTriangular htri, Fin.prod_univ_castSucc]
+  rw [← hdet, Matrix.det_of_isUpperTriangular htri, Fin.prod_univ_castSucc]
   have hone : ∏ i : Fin n, A (Fin.castSucc i) (Fin.castSucc i) = 1 := by
     apply Finset.prod_eq_one
```
